# For nonzero total charge, the monopole error decays faster than the inverse square only about the centre of charge

A real-space calculation of a molecular ion may solve Poisson's equation in a finite box with prescribed values of the potential on its faces. A simple choice for these values is the potential of a single point charge: the total charge \(Q\) of the ion, placed at some point \(c\). The question here is where to put \(c\).

Let charges \(q_i\) sit at points \(r_i\in\mathbb R^3\), finitely many of them, with total charge \(Q=\sum_i q_i\) and dipole moment \(p=\sum_i q_i r_i\) about the origin. In Gaussian units, the error of the boundary value at \(x\) is

\[
E_c(x)=\sum_i\frac{q_i}{\|x-r_i\|}-\frac{Q}{\|x-c\|}.
\]

If \(Q\neq0\), then \(\|x\|^2E_c(x)\to0\) as \(\|x\|\to\infty\) if and only if \(c=p/Q\), the centre of charge. This ranks centres by how fast the error decays. It does not say that \(p/Q\) minimises the error on a given box.

## From the law of cosines to the centre of charge

**One unit charge.** Put a unit charge at \(a\), and write \(n=\|x\|\), \(d=\|x-a\|\), \(A=\|a\|\). Moving the charge from the origin to \(a\) changes the potential by \(1/d-1/n\), and

\[
n^2\left(\frac1d-\frac1n\right)=\frac{n(n-d)}{d}=(n-d)+\frac{(n-d)^2}{d}.
\]

The law of cosines gives \(x\cdot a=(n^2-d^2+A^2)/2\). Since \(n^2-d^2=2n(n-d)-(n-d)^2\),

\[
\frac{x\cdot a}{n}=(n-d)-\frac{(n-d)^2-A^2}{2n}.
\]

Subtracting the two lines leaves the exact remainder after the dipole term:

\[
T_a(x)=n^2\left(\frac1d-\frac1n\right)-\frac{x\cdot a}{n}
=\frac{(n-d)^2}{d}+\frac{(n-d)^2-A^2}{2n}.
\]

By the triangle inequality \(|n-d|\le A\). If \(n>2A\), then also \(d\ge n-A\ge n/2\). The first term therefore lies between \(0\) and \(2A^2/n\), and the second between \(-A^2/(2n)\) and \(0\), so \(|T_a(x)|\le 2A^2/n\).

**All charges.** Form \(\sum_i q_iT_{r_i}(x)-Q\,T_c(x)\). The terms \(Q/n\) at the origin cancel, which leaves

\[
n^2E_c(x)-\frac{x\cdot(p-Qc)}{n}=\sum_i q_iT_{r_i}(x)-Q\,T_c(x).
\]

For \(n\) larger than \(2\|c\|\) and every \(2\|r_i\|\), the right-hand side is at most \(2\left(\sum_i|q_i|\|r_i\|^2+|Q|\|c\|^2\right)/n\) in absolute value.

**The limit.** Let \(v=p-Qc\). If \(v=0\), only the remainder is left, and \(n^2E_c(x)\to0\). If \(v\ne0\), go to infinity along \(x=tu\) with \(u=v/\|v\|\). Then \(n^2E_c(x)\to u\cdot v=\|v\|\neq0\). The scaled error thus vanishes at infinity exactly when \(Qc=p\), and for \(Q\ne0\) this means \(c=p/Q\).

The power of \(\|x\|\) matters. With \(\|x\|\) in place of \(\|x\|^2\), the limit is zero for every \(c\), and the statement no longer singles out a centre.

## Charges, potential and centre as Lean definitions

```lean
import Mathlib

open Filter Topology

namespace MonopoleBoundaryCentre

noncomputable section

/-- Three-dimensional Euclidean space. -/
abbrev Space := EuclideanSpace ℝ (Fin 3)
```

The charges are indexed by a finite type `ι`. They may have either sign, and several may share a position.

```lean
variable {ι : Type*} [Fintype ι]

/-- The Coulomb potential at `x` of charges `q i` at `r i`, for `x` away from the charges. -/
def potential (q : ι → ℝ) (r : ι → Space) (x : Space) : ℝ := ∑ i, q i / ‖x - r i‖

/-- The total charge. -/
def totalCharge (q : ι → ℝ) : ℝ := ∑ i, q i

/-- The dipole moment about the origin. -/
def dipole (q : ι → ℝ) (r : ι → Space) : Space := ∑ i, q i • r i

/-- The true potential minus that of the total charge placed at `c`,
for `x` away from the charges and from `c`. -/
def monopoleError (q : ι → ℝ) (r : ι → Space) (c x : Space) : ℝ :=
  potential q r x - totalCharge q / ‖x - c‖
```

`monopoleError q r c x` is \(E_c(x)\), with its sign.

```lean
/-- The centre of charge, for a system of nonzero total charge. -/
def chargeCentre (q : ι → ℝ) (r : ι → Space) : Space := (totalCharge q)⁻¹ • dipole q r
```

`chargeCentre` is \(p/Q\). It weights positions by signed charge, nuclei and electrons together, so in general it differs from the centre of mass and from the centre of nuclear charge. With charges of both signs it can lie far outside the molecule.

## The remainder for one charge

In Lean, `inner ℝ x a` is \(x\cdot a\). The theorem is the bound \(|T_a(x)|\le2\|a\|^2/\|x\|\) for \(\|x\|>2\|a\|\).

```lean
/-- Moving a unit charge from the origin to `a` changes the potential by the dipole term,
up to an explicit remainder, at distances larger than `2‖a‖`. -/
theorem point_charge_expansion (a x : Space) (h : 2 * ‖a‖ < ‖x‖) :
    |‖x‖ ^ 2 * (1 / ‖x - a‖ - 1 / ‖x‖) - inner ℝ x a / ‖x‖| ≤ 2 * ‖a‖ ^ 2 / ‖x‖ := by
  have ha := norm_nonneg a
  have hn : 0 < ‖x‖ := by linarith
  have h1 : ‖x‖ - ‖x - a‖ ≤ ‖a‖ := by
    have := norm_sub_norm_le x (x - a)
    rwa [sub_sub_cancel] at this
  have h2 : ‖x - a‖ ≤ ‖x‖ + ‖a‖ := norm_sub_le x a
  have hd : ‖x‖ / 2 ≤ ‖x - a‖ := by linarith
  have hd0 : 0 < ‖x - a‖ := by linarith
  have he : (‖x‖ - ‖x - a‖) ^ 2 ≤ ‖a‖ ^ 2 := sq_le_sq' (by linarith) h1
  have hs : inner ℝ x a = (‖x‖ ^ 2 - ‖x - a‖ ^ 2 + ‖a‖ ^ 2) / 2 := by
    linarith [norm_sub_sq_real x a]
  -- the remainder in closed form, from the law of cosines
  have key : ∀ n d A : ℝ, 0 < n → 0 < d →
      n ^ 2 * (1 / d - 1 / n) - (n ^ 2 - d ^ 2 + A ^ 2) / 2 / n
        = (n - d) ^ 2 / d + ((n - d) ^ 2 - A ^ 2) / (2 * n) := by
    intro n d A hn hd
    field_simp
    ring
  rw [hs, key _ _ _ hn hd0]
  have u1 : (‖x‖ - ‖x - a‖) ^ 2 / ‖x - a‖ ≤ 2 * ‖a‖ ^ 2 / ‖x‖ := by
    rw [div_le_div_iff₀ hd0 hn]
    nlinarith [mul_le_mul_of_nonneg_right he hn.le,
      mul_le_mul_of_nonneg_left hd (sq_nonneg ‖a‖)]
  have l1 : 0 ≤ (‖x‖ - ‖x - a‖) ^ 2 / ‖x - a‖ := by positivity
  have u2 : ((‖x‖ - ‖x - a‖) ^ 2 - ‖a‖ ^ 2) / (2 * ‖x‖) ≤ 0 :=
    div_nonpos_of_nonpos_of_nonneg (by linarith) (by positivity)
  have l2 : -(2 * ‖a‖ ^ 2) / ‖x‖ ≤ ((‖x‖ - ‖x - a‖) ^ 2 - ‖a‖ ^ 2) / (2 * ‖x‖) := by
    rw [div_le_div_iff₀ hn (by positivity)]
    nlinarith [mul_nonneg (sq_nonneg (‖x‖ - ‖x - a‖)) hn.le,
      mul_nonneg (sq_nonneg ‖a‖) hn.le]
  rw [neg_div] at l2
  exact abs_le.2 ⟨by linarith, by linarith⟩
```

The step `hs` is the law of cosines, and `key` is the closed form of \(T_a\), checked by clearing denominators. The facts `h1`, `h2` and `hd` are the triangle inequalities. The two terms are then bounded separately: `l1` and `u1` enclose the first, `l2` and `u2` the second. The lower bound `l2` is \(-2A^2/n\), weaker than the one derived above but sufficient.

## The error of the whole system

```lean
/-- At distances more than twice those of all charges and of `c` from the origin, the scaled
monopole error is the component of `dipole - totalCharge • c` along `x`, up to an explicit
remainder. -/
theorem monopoleError_expansion (q : ι → ℝ) (r : ι → Space) (c x : Space)
    (hr : ∀ i, 2 * ‖r i‖ < ‖x‖) (hc : 2 * ‖c‖ < ‖x‖) :
    |‖x‖ ^ 2 * monopoleError q r c x - inner ℝ x (dipole q r - totalCharge q • c) / ‖x‖|
      ≤ 2 * (∑ i, |q i| * ‖r i‖ ^ 2 + |totalCharge q| * ‖c‖ ^ 2) / ‖x‖ := by
  let T : Space → ℝ := fun a =>
    ‖x‖ ^ 2 * (1 / ‖x - a‖ - 1 / ‖x‖) - inner ℝ x a / ‖x‖
  have hsum : ∑ i, q i * T (r i) = ‖x‖ ^ 2 * potential q r x
      - ‖x‖ ^ 2 * (1 / ‖x‖) * totalCharge q - inner ℝ x (dipole q r) / ‖x‖ := by
    simp only [T, potential, totalCharge, dipole, inner_sum, inner_smul_right,
      Finset.mul_sum, Finset.sum_div, ← Finset.sum_sub_distrib]
    exact Finset.sum_congr rfl fun i _ => by ring
  -- the monopole terms at the origin cancel
  have hid : ‖x‖ ^ 2 * monopoleError q r c x
      - inner ℝ x (dipole q r - totalCharge q • c) / ‖x‖
      = ∑ i, q i * T (r i) - totalCharge q * T c := by
    rw [hsum]
    simp only [T, monopoleError, inner_sub_right, inner_smul_right]
    ring
  rw [hid]
  calc |∑ i, q i * T (r i) - totalCharge q * T c|
      ≤ |∑ i, q i * T (r i)| + |totalCharge q * T c| := by
        simpa only [Real.norm_eq_abs] using
          norm_sub_le (∑ i, q i * T (r i)) (totalCharge q * T c)
    _ ≤ ∑ i, |q i| * (2 * ‖r i‖ ^ 2 / ‖x‖) + |totalCharge q| * (2 * ‖c‖ ^ 2 / ‖x‖) := by
        refine add_le_add ((Finset.abs_sum_le_sum_abs _ _).trans
          (Finset.sum_le_sum fun i _ => ?_)) ?_
        · rw [abs_mul]
          exact mul_le_mul_of_nonneg_left (point_charge_expansion _ x (hr i)) (abs_nonneg _)
        · rw [abs_mul]
          exact mul_le_mul_of_nonneg_left (point_charge_expansion _ x hc) (abs_nonneg _)
    _ = _ := by
        rw [mul_add, add_div, Finset.mul_sum, Finset.sum_div]
        congr 1
        · exact Finset.sum_congr rfl fun i _ => by ring
        · ring
```

The local function `T` is \(a\mapsto T_a(x)\). The identity `hid` is the cancellation of the monopole terms at the origin, and the `calc` block applies the triangle inequality and then the one-charge bound to each term.

The next theorem lets \(\|x\|\) grow. The filter `Bornology.cobounded Space` expresses \(\|x\|\to\infty\) with no restriction on direction, so the limit is uniform over directions.

```lean
/-- Far away in any direction, the scaled monopole error approaches the component of
`dipole - totalCharge • c` along `x`. -/
theorem monopoleError_asymptotic (q : ι → ℝ) (r : ι → Space) (c : Space) :
    Tendsto (fun x : Space => ‖x‖ ^ 2 * monopoleError q r c x
      - inner ℝ x (dipole q r - totalCharge q • c) / ‖x‖)
      (Bornology.cobounded Space) (𝓝 0) := by
  have hnorm : Tendsto (fun x : Space => ‖x‖) (Bornology.cobounded Space) atTop :=
    tendsto_norm_cobounded_atTop
  refine squeeze_zero_norm' ?_ (hnorm.const_div_atTop
    (2 * (∑ i, |q i| * ‖r i‖ ^ 2 + |totalCharge q| * ‖c‖ ^ 2)))
  filter_upwards [eventually_all.2 fun i => hnorm.eventually_gt_atTop (2 * ‖r i‖),
    hnorm.eventually_gt_atTop (2 * ‖c‖)] with x hr hc
  exact monopoleError_expansion q r c x hr hc
```

The absolute value of the remainder is squeezed between zero and a constant divided by \(\|x\|\). The conditions on \(\|x\|\) hold far enough out because there are finitely many charges.

```lean
/-- Along the ray with unit direction `u`, the monopole error times the squared distance tends
to the component of `dipole - totalCharge • c` along `u`. -/
theorem monopoleError_ray (q : ι → ℝ) (r : ι → Space) (c u : Space) (hu : ‖u‖ = 1) :
    Tendsto (fun t : ℝ => ‖t • u‖ ^ 2 * monopoleError q r c (t • u)) atTop
      (𝓝 (inner ℝ u (dipole q r - totalCharge q • c))) := by
  have hn : ∀ t : ℝ, 0 < t → ‖t • u‖ = t := fun t ht => by
    rw [norm_smul, hu, mul_one, Real.norm_of_nonneg ht.le]
  have hray : Tendsto (fun t : ℝ => t • u) atTop (Bornology.cobounded Space) := by
    rw [← comap_norm_atTop, tendsto_comap_iff]
    refine tendsto_id.congr' ?_
    filter_upwards [eventually_gt_atTop 0] with t ht
    exact (hn t ht).symm
  have h := ((monopoleError_asymptotic q r c).comp hray).add_const
    (inner ℝ u (dipole q r - totalCharge q • c))
  rw [zero_add] at h
  refine h.congr' ?_
  filter_upwards [eventually_gt_atTop 0] with t ht
  simp only [Function.comp_apply, hn t ht, real_inner_smul_left]
  rw [mul_div_cancel_left₀ _ ht.ne']
  ring
```

On the ray \(x=tu\) with \(t>0\) the norm is \(t\), so \(x\cdot v/\|x\|\) equals the constant \(u\cdot v\). Adding it to the preceding limit gives the result.

## Which centres remove the inverse-square error

The first equivalence holds for any total charge: the scaled error vanishes at infinity exactly when \(Qc=p\).

```lean
/-- For any total charge, the monopole error vanishes faster than the inverse squared distance
exactly when the total charge placed at `c` has the dipole moment of the system. -/
theorem error_vanishes_iff_dipole (q : ι → ℝ) (r : ι → Space) (c : Space) :
    Tendsto (fun x : Space => ‖x‖ ^ 2 * monopoleError q r c x)
      (Bornology.cobounded Space) (𝓝 0) ↔ totalCharge q • c = dipole q r := by
  constructor
  · intro h
    by_contra hne
    have hv : ‖dipole q r - totalCharge q • c‖ ≠ 0 :=
      norm_ne_zero_iff.2 (sub_ne_zero.2 (Ne.symm hne))
    -- go to infinity along the uncompensated dipole
    obtain ⟨u, hudef⟩ : ∃ u : Space, u = ‖dipole q r - totalCharge q • c‖⁻¹ •
      (dipole q r - totalCharge q • c) := ⟨_, rfl⟩
    have hu : ‖u‖ = 1 := by
      rw [hudef, norm_smul, norm_inv, norm_norm, inv_mul_cancel₀ hv]
    have hray : Tendsto (fun t : ℝ => t • u) atTop (Bornology.cobounded Space) := by
      rw [← comap_norm_atTop, tendsto_comap_iff]
      refine tendsto_id.congr' ?_
      filter_upwards [eventually_gt_atTop 0] with t ht
      simp [norm_smul, hu, abs_of_pos ht]
    have h0 := tendsto_nhds_unique (monopoleError_ray q r c u hu) (h.comp hray)
    rw [hudef, real_inner_smul_left, real_inner_self_eq_norm_sq] at h0
    exact mul_ne_zero (inv_ne_zero hv) (pow_ne_zero 2 hv) h0
  · intro h
    simpa only [h, sub_self, inner_zero_right, zero_div, sub_zero] using
      monopoleError_asymptotic q r c
```

For the forward direction, suppose \(Qc\neq p\) and take \(u\) along \(v\). The scaled error along this ray tends to \(u\cdot v\) by `monopoleError_ray` and to \(0\) by assumption. Limits are unique, so \(u\cdot v=0\), which contradicts \(u\cdot v=\|v\|\ne0\). The converse is `monopoleError_asymptotic` with the dipole term equal to zero.

For \(Q\ne0\), dividing by \(Q\) gives the main theorem.

```lean
/-- For nonzero total charge, the monopole error vanishes faster than the inverse squared
distance if and only if the monopole sits at the centre of charge. -/
theorem best_monopole_centre (q : ι → ℝ) (r : ι → Space) (c : Space)
    (hQ : totalCharge q ≠ 0) :
    Tendsto (fun x : Space => ‖x‖ ^ 2 * monopoleError q r c x)
      (Bornology.cobounded Space) (𝓝 0) ↔ c = chargeCentre q r := by
  rw [error_vanishes_iff_dipole]
  constructor
  · intro h
    rw [chargeCentre, ← h, smul_smul, inv_mul_cancel₀ hQ, one_smul]
  · intro h
    rw [h, chargeCentre, smul_smul, mul_inv_cancel₀ hQ, one_smul]
```

The hypothesis `hQ` says that the system is an ion and not a neutral molecule. Without it the equivalence can fail. Take charges \(1\) at \(a\) and \(-1\) at \(-a\), with \(a\neq0\). Then \(Q=0\) and \(p=2a\), and Lean's convention \(0^{-1}=0\) makes `chargeCentre` the origin. Yet for \(c=0\) the scaled error along \(a/\|a\|\) tends to \(2\|a\|\), not to zero.

The neutral case has its own statement:

```lean
/-- For zero total charge, the monopole error vanishes faster than the inverse squared distance
if and only if the dipole moment is zero, whatever the centre `c`. -/
theorem neutral_system (q : ι → ℝ) (r : ι → Space) (c : Space) (hQ : totalCharge q = 0) :
    Tendsto (fun x : Space => ‖x‖ ^ 2 * monopoleError q r c x)
      (Bornology.cobounded Space) (𝓝 0) ↔ dipole q r = 0 := by
  rw [error_vanishes_iff_dipole, hQ, zero_smul, eq_comm]
```

For \(Q=0\) the monopole boundary value is zero wherever \(c\) is placed. For a neutral molecule with a dipole moment, the error of this boundary value therefore does not vanish faster than the inverse square, and moving \(c\) cannot change that. Adding the dipole term \(x\cdot p/\|x\|^3\) to the boundary values removes the inverse-square part of the error.

## An inverse-cube bound on the box faces

At the centre of charge the dipole term is absent, and dividing the remainder bound by \(\|x\|^2\) gives an estimate at finite distance.

```lean
/-- For nonzero total charge, the monopole at the centre of charge gives boundary values with an
explicit inverse-cube error bound, at distances more than twice those of all charges and of the
centre from the origin. -/
theorem boundary_error_bound (q : ι → ℝ) (r : ι → Space) (x : Space)
    (hQ : totalCharge q ≠ 0) (hr : ∀ i, 2 * ‖r i‖ < ‖x‖)
    (hc : 2 * ‖chargeCentre q r‖ < ‖x‖) :
    |monopoleError q r (chargeCentre q r) x|
      ≤ 2 * (∑ i, |q i| * ‖r i‖ ^ 2 + |totalCharge q| * ‖chargeCentre q r‖ ^ 2)
        / ‖x‖ ^ 3 := by
  have hn : 0 < ‖x‖ := by linarith [norm_nonneg (chargeCentre q r)]
  have hp : totalCharge q • chargeCentre q r = dipole q r := by
    rw [chargeCentre, smul_smul, mul_inv_cancel₀ hQ, one_smul]
  have h := monopoleError_expansion q r (chargeCentre q r) x hr hc
  -- the dipole term is absent at the centre of charge
  rw [hp, sub_self, inner_zero_right, zero_div, sub_zero, abs_mul,
    abs_of_nonneg (sq_nonneg ‖x‖), le_div_iff₀ hn] at h
  rw [le_div_iff₀ (pow_pos hn 3)]
  refine le_trans (le_of_eq ?_) h
  ring

end

end MonopoleBoundaryCentre
```

Distances are measured from the origin of coordinates. With the origin at the centre of charge, the second term of the bound vanishes, and `hc` only asks that \(x\neq0\). The condition `hr` still requires every charge to lie within half the distance from the origin to the boundary point.

In density-functional calculations of isolated ions, the result says which centre removes the inverse-square part of the error in monopole boundary values, provided that the charge distribution is a finite set of point charges. A density sampled on a grid has this form if each grid cell is treated as a point charge. The limit theorems then apply, but if cells near the faces carry charge, however little, `hr` fails at nearby boundary points and the inverse-cube bound does not cover them. Passing to a continuous electron density takes a further argument.

```lean
#print axioms MonopoleBoundaryCentre.best_monopole_centre
#print axioms MonopoleBoundaryCentre.neutral_system
#print axioms MonopoleBoundaryCentre.boundary_error_bound
```

```
'MonopoleBoundaryCentre.best_monopole_centre' depends on axioms: [propext, Classical.choice, Quot.sound]
'MonopoleBoundaryCentre.neutral_system' depends on axioms: [propext, Classical.choice, Quot.sound]
'MonopoleBoundaryCentre.boundary_error_bound' depends on axioms: [propext, Classical.choice, Quot.sound]
```
